# For three one-pole atoms with mean frequency below 3/4 hartree, the D3 estimate of C₉ is too small

The leading three-body dispersion energy of atoms $A,B,C$ is

$$E=C_9\,\frac{1+3\cos\theta_A\cos\theta_B\cos\theta_C}{(r_{AB}\,r_{BC}\,r_{CA})^3},$$

where the $r$ are the sides and the $\theta$ the angles of the triangle. In this sign convention $C_9>0$. The D3 dispersion correction estimates its magnitude as $\sqrt{C_6^{AB}C_6^{BC}C_6^{CA}}$, from the pair coefficients. The question is when this estimate falls short.

The two quantities differ in dimension by the square root of an energy. They are compared as numbers in atomic units, which is why the threshold is an energy in hartree.

```lean
import Mathlib

open Set Filter Topology MeasureTheory Real

namespace TripleDipoleCombination

noncomputable section
```

Each atom has a static polarizability and one excitation frequency, which carries all its oscillator strength. Both are positive, and `Atom` stores the proofs of this with the data.

```lean
/-- A one-pole atom: a positive static polarizability and a positive excitation frequency,
both in atomic units. -/
structure Atom where
  pol : ℝ
  freq : ℝ
  pol_pos : 0 < pol
  freq_pos : 0 < freq
```

Write $a,b,c$ for the polarizabilities (`pol`) and $w,v,x$ for the frequencies (`freq`) of $A,B,C$. At imaginary frequency $iu$, $\alpha_A(iu)=aw^2/(w^2+u^2)$.

```lean
/-- The dipole polarizability of a one-pole atom at the imaginary frequency `i u`. -/
def alpha (A : Atom) (u : ℝ) : ℝ := A.pol * A.freq ^ 2 / (A.freq ^ 2 + u ^ 2)
```

The coefficients are Casimir–Polder integrals over $u>0$, written `Ioi 0`:

$$C_6^{AB}=\frac3\pi\int_0^\infty\alpha_A\alpha_B\,du,\qquad C_9=\frac3\pi\int_0^\infty\alpha_A\alpha_B\alpha_C\,du.$$

```lean
/-- The pair dispersion coefficient as a Casimir-Polder integral. -/
def C6 (A B : Atom) : ℝ := 3 / π * ∫ u in Ioi (0 : ℝ), alpha A u * alpha B u

/-- The exact triple-dipole coefficient as a Casimir-Polder integral, in the positive
sign convention. -/
def C9 (A B C : Atom) : ℝ :=
  3 / π * ∫ u in Ioi (0 : ℝ), alpha A u * alpha B u * alpha C u
```

The estimate uses the model's exact $C_6$ values, so only the combination rule is examined.

```lean
/-- The D3 estimate of the triple-dipole coefficient from the three pair coefficients. -/
def d3C9 (A B C : Atom) : ℝ := √(C6 A B * C6 B C * C6 C A)
```

## The frequency integrals

Lean assigns the value 0 to the integral of a non-integrable function, so the next predicate records integrability together with the value.

```lean
/-- The function `f` is integrable over positive frequencies, with integral `I`. -/
def HasFreqIntegral (f : ℝ → ℝ) (I : ℝ) : Prop :=
  IntegrableOn f (Ioi 0) ∧ (∫ u in Ioi (0 : ℝ), f u) = I
```

For coinciding poles, differentiate

$$F(u)=p\arctan\frac uw+\frac{q\,u}{w^2+u^2}+\frac{r\,u}{(w^2+u^2)^2}.$$

The three derivatives are $\frac{w}{w^2+u^2}$, $\frac{w^2-u^2}{(w^2+u^2)^2}$ and $\frac{w^2-3u^2}{(w^2+u^2)^3}$, times $p,q,r$. Since $F(0)=0$ and $F(\infty)=p\pi/2$, the integral of $F'$ is $p\pi/2$.

The Mathlib lemma `integral_Ioi_of_hasDerivAt_of_nonneg'` turns this into an integral over the half-line. It asks for the derivative, its non-negativity and the limit of $F$. The sign matters: the integrals up to $R$ then increase towards a finite limit, which gives integrability without a separate estimate. For a derivative that keeps changing sign, a limit of $F$ alone does not guarantee integrability.

```lean
/-- A non-negative combination of the three elementary one-pole integrands, with `w > 0`,
integrates to `π / 2` times its arctangent coefficient `p`. -/
theorem integral_single_pole {w : ℝ} (hw : 0 < w) (p q r : ℝ) {f : ℝ → ℝ} {I : ℝ}
    (h0 : ∀ u, 0 ≤ f u)
    (hf : ∀ u, f u = p * w / (w ^ 2 + u ^ 2) + q * (w ^ 2 - u ^ 2) / (w ^ 2 + u ^ 2) ^ 2
      + r * (w ^ 2 - 3 * u ^ 2) / (w ^ 2 + u ^ 2) ^ 3)
    (hI : I = p * (π / 2)) : HasFreqIntegral f I := by
  -- the antiderivative
  have hd : ∀ u ∈ Ici (0 : ℝ), HasDerivAt (fun u => p * Real.arctan (u / w)
      + q * (u / (w ^ 2 + u ^ 2)) + r * (u / (w ^ 2 + u ^ 2) ^ 2)) (f u) u := by
    intro u _
    have hs : w ^ 2 + u ^ 2 ≠ 0 := by positivity
    have h1 : HasDerivAt (fun u : ℝ => w ^ 2 + u ^ 2) (2 * u) u :=
      ((hasDerivAt_pow 2 u).const_add (w ^ 2)).congr_deriv (by norm_num)
    have h2 : HasDerivAt (fun u : ℝ => (w ^ 2 + u ^ 2) ^ 2)
        (2 * (w ^ 2 + u ^ 2) * (2 * u)) u := (h1.fun_pow 2).congr_deriv (by norm_num)
    have h3 := ((hasDerivAt_id' u).div_const w).arctan
    have h4 := (hasDerivAt_id' u).fun_div h1 hs
    have h5 := (hasDerivAt_id' u).fun_div h2 (pow_ne_zero 2 hs)
    refine (((h3.const_mul p).fun_add (h4.const_mul q)).fun_add
      (h5.const_mul r)).congr_deriv ?_
    have h6 : 1 + (u / w) ^ 2 = (w ^ 2 + u ^ 2) / w ^ 2 := by field_simp
    rw [hf, h6]
    field_simp
    ring
  -- its limit at high frequency
  have hs : Tendsto (fun u : ℝ => w ^ 2 + u ^ 2) atTop atTop :=
    tendsto_atTop_add_const_left _ _ (tendsto_pow_atTop two_ne_zero)
  have hi : Tendsto (fun u : ℝ => (w ^ 2 + u ^ 2)⁻¹) atTop (𝓝 0) :=
    tendsto_inv_atTop_zero.comp hs
  have hq : Tendsto (fun u : ℝ => u / (w ^ 2 + u ^ 2)) atTop (𝓝 0) := by
    refine squeeze_zero' ?_ ?_ tendsto_inv_atTop_zero
    · filter_upwards [eventually_gt_atTop 0] with u hu
      positivity
    · filter_upwards [eventually_gt_atTop 0] with u hu
      rw [div_le_iff₀ (by positivity)]
      have h1 : u⁻¹ * (w ^ 2 + u ^ 2) = u⁻¹ * w ^ 2 + u := by field_simp
      have h2 : 0 ≤ u⁻¹ * w ^ 2 := by positivity
      linarith
  have hr : Tendsto (fun u : ℝ => u / (w ^ 2 + u ^ 2) ^ 2) atTop (𝓝 0) := by
    have h := hq.mul hi
    rw [mul_zero] at h
    refine h.congr fun u => ?_
    rw [← div_eq_mul_inv, div_div, sq (w ^ 2 + u ^ 2)]
  have ha : Tendsto (fun u : ℝ => Real.arctan (u / w)) atTop (𝓝 (π / 2)) :=
    (Real.tendsto_arctan_atTop.mono_right nhdsWithin_le_nhds).comp
      (tendsto_id.atTop_div_const hw)
  have hl := ((ha.const_mul p).add (hq.const_mul q)).add (hr.const_mul r)
  refine ⟨integrableOn_Ioi_deriv_of_nonneg' hd (fun u _ => h0 u) hl, ?_⟩
  rw [integral_Ioi_of_hasDerivAt_of_nonneg' hd (fun u _ => h0 u) hl, hI]
  simp
```

Distinct poles are separated by

$$\frac{v^2-w^2}{(w^2+u^2)(v^2+u^2)}=\frac1{w^2+u^2}-\frac1{v^2+u^2}.$$

The next lemma integrates any such splitting.

```lean
/-- Partial fractions: for distinct positive poles `w` and `v`, an integrand that splits into
a difference of two integrable ones has the correspondingly split integral. -/
theorem integral_partial_fraction {w v : ℝ} (hw : 0 < w) (hv : 0 < v) (h : w ≠ v)
    {e f g : ℝ → ℝ} {I J K : ℝ} (hf : HasFreqIntegral f I) (hg : HasFreqIntegral g J)
    (he : ∀ u, (v ^ 2 - w ^ 2) * e u = f u - g u) (hK : (v ^ 2 - w ^ 2) * K = I - J) :
    HasFreqIntegral e K := by
  have hne : v ^ 2 - w ^ 2 ≠ 0 := by
    rw [show v ^ 2 - w ^ 2 = (v - w) * (v + w) by ring]
    exact mul_ne_zero (sub_ne_zero.2 h.symm) (by positivity)
  have he' : e = fun u => (v ^ 2 - w ^ 2)⁻¹ * (f u - g u) :=
    funext fun u => (eq_inv_mul_iff_mul_eq₀ hne).2 (he u)
  rw [he', (eq_inv_mul_iff_mul_eq₀ hne).2 hK]
  refine ⟨(Integrable.sub hf.1 hg.1).const_mul _, ?_⟩
  rw [integral_const_mul, integral_sub hf.1 hg.1, hf.2, hg.2]
```

With $\int_0^\infty du/(y^2+u^2)=\pi/(2y)$ this gives

$$\frac{1}{v^2-w^2}\left(\frac{\pi}{2w}-\frac{\pi}{2v}\right)=\frac{\pi}{2wv(w+v)}.$$

For $w=v$, the choice $p=1/(2w^3)$, $q=1/(2w^2)$, $r=0$ gives the same formula.

```lean
/-- The frequency integral over two positive poles, equal or distinct. -/
theorem integral_two_poles {w v : ℝ} (hw : 0 < w) (hv : 0 < v) :
    HasFreqIntegral (fun u => 1 / ((w ^ 2 + u ^ 2) * (v ^ 2 + u ^ 2)))
      (π / (2 * w * v * (w + v))) := by
  by_cases h : w = v
  · subst h
    exact integral_single_pole hw (1 / (2 * w ^ 3)) (1 / (2 * w ^ 2)) 0
      (fun u => by positivity) (fun u => by field_simp; ring) (by field_simp; ring)
  · have one : ∀ {y : ℝ}, 0 < y →
        HasFreqIntegral (fun u => 1 / (y ^ 2 + u ^ 2)) (π / (2 * y)) := fun {y} hy =>
      integral_single_pole hy (1 / y) 0 0 (fun u => by positivity)
        (fun u => by field_simp; ring) (by field_simp)
    exact integral_partial_fraction hw hv h (one hw) (one hv)
      (fun u => by field_simp; ring) (by field_simp; ring)
```

Multiplying by $\frac3\pi ab\,w^2v^2$ yields London's formula, $C_6^{AB}=\frac32ab\,\frac{wv}{w+v}$.

```lean
/-- The London formula for the pair coefficient of two one-pole atoms. -/
theorem C6_eq (A B : Atom) :
    C6 A B = 3 / 2 * A.pol * B.pol * (A.freq * B.freq) / (A.freq + B.freq) := by
  have hw := A.freq_pos
  have hv := B.freq_pos
  have h : ∀ u, alpha A u * alpha B u = (A.pol * A.freq ^ 2 * (B.pol * B.freq ^ 2)) *
      (1 / ((A.freq ^ 2 + u ^ 2) * (B.freq ^ 2 + u ^ 2))) := fun u => by
    unfold alpha
    rw [div_mul_div_comm, mul_one_div]
  simp only [C6, h]
  rw [integral_const_mul, (integral_two_poles hw hv).2]
  field_simp
```

Let $S=w+v+x$ and $P=(w+v)(v+x)(x+w)$. For $w\ne v$ the three-pole integral is

$$\frac{1}{v^2-w^2}\cdot\frac{\pi}{2x}\left[\frac1{w(w+x)}-\frac1{v(v+x)}\right]=\frac{\pi S}{2wvx\,P}.$$

If $w=v\neq x$, the poles $v$ and $x$ are split instead. If all coincide, $p=3/(8w^5)$, $q=3/(8w^4)$, $r=1/(4w^2)$ agrees with the formula. Hence $C_9=\frac32abc\,wvx\,S/P$.

```lean
/-- The closed form of the exact triple-dipole coefficient of three one-pole atoms. -/
theorem C9_eq (A B C : Atom) :
    C9 A B C = 3 / 2 * A.pol * B.pol * C.pol * (A.freq * B.freq * C.freq) *
      (A.freq + B.freq + C.freq) /
      ((A.freq + B.freq) * (B.freq + C.freq) * (C.freq + A.freq)) := by
  -- three poles reduce to two unless all of them coincide
  have three : ∀ {w v x : ℝ}, 0 < w → 0 < v → 0 < x → HasFreqIntegral
      (fun u => 1 / ((w ^ 2 + u ^ 2) * (v ^ 2 + u ^ 2) * (x ^ 2 + u ^ 2)))
      (π * (w + v + x) / (2 * w * v * x * ((w + v) * (v + x) * (x + w)))) := by
    intro w v x hw hv hx
    by_cases h : w = v
    · by_cases h' : v = x
      · subst h
        subst h'
        exact integral_single_pole hw (3 / (8 * w ^ 5)) (3 / (8 * w ^ 4)) (1 / (4 * w ^ 2))
          (fun u => by positivity) (fun u => by field_simp; ring)
          (by field_simp; ring)
      · exact integral_partial_fraction hv hx h' (integral_two_poles hv hw)
          (integral_two_poles hx hw) (fun u => by field_simp; ring)
          (by field_simp; ring)
    · exact integral_partial_fraction hw hv h (integral_two_poles hw hx)
        (integral_two_poles hv hx) (fun u => by field_simp; ring)
        (by field_simp; ring)
  have hw := A.freq_pos
  have hv := B.freq_pos
  have hx := C.freq_pos
  have h : ∀ u, alpha A u * alpha B u * alpha C u =
      (A.pol * A.freq ^ 2 * (B.pol * B.freq ^ 2) * (C.pol * C.freq ^ 2)) *
      (1 / ((A.freq ^ 2 + u ^ 2) * (B.freq ^ 2 + u ^ 2) * (C.freq ^ 2 + u ^ 2))) :=
    fun u => by
      unfold alpha
      rw [div_mul_div_comm, div_mul_div_comm, mul_one_div]
  simp only [C9, h]
  rw [integral_const_mul, (three hw hv hx).2]
  field_simp
```

## The squared ratio and its bound

The polarizabilities cancel:

$$\frac{C_6^{AB}C_6^{BC}C_6^{CA}}{C_9^2}=\frac{\frac{27}{8}(abc\,wvx)^2/P}{\frac94(abc\,wvx)^2S^2/P^2}=\frac{3P}{2S^2}.$$

In Lean, both sides are multiplied by $P$, so that the closed forms enter without their denominators.

```lean
/-- The squared ratio of the D3 estimate to the exact coefficient depends only on the three
frequencies. -/
theorem ratio_sq (A B C : Atom) :
    (d3C9 A B C / C9 A B C) ^ 2 =
      3 * ((A.freq + B.freq) * (B.freq + C.freq) * (C.freq + A.freq)) /
        (2 * (A.freq + B.freq + C.freq) ^ 2) := by
  have ha := A.pol_pos
  have hb := B.pol_pos
  have hc := C.pol_pos
  have hw := A.freq_pos
  have hv := B.freq_pos
  have hx := C.freq_pos
  have hp : 0 ≤ C6 A B * C6 B C * C6 C A := by
    simp only [C6_eq]
    positivity
  have h9 : C9 A B C ≠ 0 := by
    rw [C9_eq]
    positivity
  have h1 : A.freq + B.freq ≠ 0 := by positivity
  have h2 : B.freq + C.freq ≠ 0 := by positivity
  have h3 : C.freq + A.freq ≠ 0 := by positivity
  have hP := mul_ne_zero (mul_ne_zero h1 h2) h3
  -- the closed forms, cleared of their denominators
  have e1 := (eq_div_iff h1).1 (C6_eq A B)
  have e2 := (eq_div_iff h2).1 (C6_eq B C)
  have e3 := (eq_div_iff h3).1 (C6_eq C A)
  have e9 := (eq_div_iff hP).1 (C9_eq A B C)
  rw [d3C9, div_pow, Real.sq_sqrt hp, div_eq_div_iff (pow_ne_zero 2 h9) (by positivity)]
  refine mul_right_cancel₀ hP ?_
  calc
    _ = (C6 A B * (A.freq + B.freq)) * (C6 B C * (B.freq + C.freq)) *
        (C6 C A * (C.freq + A.freq)) * (2 * (A.freq + B.freq + C.freq) ^ 2) := by ring
    _ = 3 * (C9 A B C *
        ((A.freq + B.freq) * (B.freq + C.freq) * (C.freq + A.freq))) ^ 2 := by
      rw [e1, e2, e3, e9]
      ring
    _ = _ := by ring
```

The bound $3P/(2S^2)\le 4S/9$ is equivalent to $27P\le8S^3$, which follows from

$$8S^3-27P=(S+3(w+v))(w-v)^2+(S+3(v+x))(v-x)^2+(S+3(x+w))(x-w)^2.$$

`ring` checks the identity. The prefactors are positive, so equality forces $w=v=x$.

```lean
/-- The squared ratio is at most four ninths of the sum of the frequencies, with equality
exactly when the three frequencies coincide. -/
theorem ratio_sq_le (A B C : Atom) :
    (d3C9 A B C / C9 A B C) ^ 2 ≤ 4 * (A.freq + B.freq + C.freq) / 9 ∧
    ((d3C9 A B C / C9 A B C) ^ 2 = 4 * (A.freq + B.freq + C.freq) / 9 ↔
      A.freq = B.freq ∧ B.freq = C.freq) := by
  rw [ratio_sq]
  have hw := A.freq_pos
  have hv := B.freq_pos
  have hx := C.freq_pos
  generalize A.freq = w at hw ⊢
  generalize B.freq = v at hv ⊢
  generalize C.freq = x at hx ⊢
  -- the gap is a sum of non-negative terms
  have gap : 8 * (w + v + x) ^ 3 - 27 * ((w + v) * (v + x) * (x + w)) =
      (w + v + x + 3 * (w + v)) * (w - v) ^ 2 + (w + v + x + 3 * (v + x)) * (v - x) ^ 2
        + (w + v + x + 3 * (x + w)) * (x - w) ^ 2 := by ring
  have h1 : 0 ≤ (w + v + x + 3 * (w + v)) * (w - v) ^ 2 := by positivity
  have h2 : 0 ≤ (w + v + x + 3 * (v + x)) * (v - x) ^ 2 := by positivity
  have h3 : 0 ≤ (w + v + x + 3 * (x + w)) * (x - w) ^ 2 := by positivity
  have hS : 0 < 2 * (w + v + x) ^ 2 := by positivity
  constructor
  · rw [div_le_iff₀ hS]
    linarith
  · rw [div_eq_iff hS.ne']
    constructor
    · intro h
      have e1 : (w + v + x + 3 * (w + v)) * (w - v) ^ 2 = 0 := by linarith
      have e2 : (w + v + x + 3 * (v + x)) * (v - x) ^ 2 = 0 := by linarith
      have k1 := (mul_eq_zero.1 e1).resolve_left (by positivity)
      have k2 := (mul_eq_zero.1 e2).resolve_left (by positivity)
      exact ⟨sub_eq_zero.1 (pow_eq_zero_iff two_ne_zero |>.1 k1),
        sub_eq_zero.1 (pow_eq_zero_iff two_ne_zero |>.1 k2)⟩
    · rintro ⟨rfl, rfl⟩
      ring
```

## When the estimate is too small

The ratio is non-negative, so it is below 1 exactly when its square is, that is, when $3P<2S^2$.

```lean
/-- The exact criterion, in terms of the three frequencies, for the D3 estimate to be
too small. -/
theorem d3_lt_iff (A B C : Atom) :
    d3C9 A B C < C9 A B C ↔
      3 * ((A.freq + B.freq) * (B.freq + C.freq) * (C.freq + A.freq)) <
        2 * (A.freq + B.freq + C.freq) ^ 2 := by
  have ha := A.pol_pos
  have hb := B.pol_pos
  have hc := C.pol_pos
  have hw := A.freq_pos
  have hv := B.freq_pos
  have hx := C.freq_pos
  have h9 : 0 < C9 A B C := by
    rw [C9_eq]
    positivity
  have h0 : 0 ≤ d3C9 A B C / C9 A B C := div_nonneg (Real.sqrt_nonneg _) h9.le
  rw [← div_lt_one h9, ← sq_lt_one_iff₀ h0, ratio_sq, div_lt_one (by positivity)]
```

If $S/3<3/4$, then $4S/9<1$, and the bound gives the result.

```lean
/-- The D3 estimate is strictly too small whenever the mean frequency of the three atoms is
below 3/4 hartree. -/
theorem d3_lt_of_mean_lt (A B C : Atom)
    (h : (A.freq + B.freq + C.freq) / 3 < 3 / 4) : d3C9 A B C < C9 A B C := by
  have hw := A.freq_pos
  have hv := B.freq_pos
  have hx := C.freq_pos
  have hS : 0 < 2 * (A.freq + B.freq + C.freq) ^ 2 := by positivity
  have hle := (ratio_sq_le A B C).1
  rw [ratio_sq, div_le_iff₀ hS] at hle
  rw [d3_lt_iff]
  have hlt : 4 * (A.freq + B.freq + C.freq) / 9 < 1 := by linarith
  exact lt_of_le_of_lt hle (mul_lt_of_lt_one_left hS hlt)
```

The inequality in the hypothesis has to be strict: for $w=v=x=3/4$ the squared ratio is $4S/9=1$, and the estimate is exact.

A high mean frequency does not exclude underestimation. From

$$2S^2-3P=3\left(\tfrac23-(w+v)\right)(v+x)(x+w)+2(w^2+v^2+wv+vx+wx),$$

the right side is positive when $w+v\le2/3$, whatever $x$ is.

```lean
/-- If the frequencies of two of the atoms sum to at most 2/3 hartree, the D3 estimate is
strictly too small for every frequency of the third. -/
theorem d3_lt_of_soft_pair (A B C : Atom) (h : A.freq + B.freq ≤ 2 / 3) :
    d3C9 A B C < C9 A B C := by
  have hw := A.freq_pos
  have hv := B.freq_pos
  have hx := C.freq_pos
  rw [d3_lt_iff]
  have h1 : 0 ≤ (2 / 3 - (A.freq + B.freq)) * ((B.freq + C.freq) * (C.freq + A.freq)) :=
    mul_nonneg (by linarith) (by positivity)
  have h2 : 0 < A.freq ^ 2 + B.freq ^ 2 + A.freq * B.freq + B.freq * C.freq
      + A.freq * C.freq := by positivity
  linarith

end

end TripleDipoleCombination
```

```lean
#print axioms TripleDipoleCombination.d3_lt_of_mean_lt
-- 'TripleDipoleCombination.d3_lt_of_mean_lt' depends on axioms: [propext, Classical.choice, Quot.sound]
#print axioms TripleDipoleCombination.d3_lt_of_soft_pair
-- 'TripleDipoleCombination.d3_lt_of_soft_pair' depends on axioms: [propext, Classical.choice, Quot.sound]
```

For D3 calculations that include the three-body term, the criterion tells when the combination rule makes $C_9$ too small, for atoms with a single excitation frequency and exact pair coefficients. Damping of the energy is not considered. Real atoms have many excitations and a continuum; replacing their response by one effective pole is a step that the theorems do not justify.
